# A Jacobi rotation removes one nonzero coupling of a real symmetric matrix and lowers the off-diagonal sum of squares by twice its square

Two orthonormal real orbitals have energies \(a\) and \(d\) and are coupled by a matrix element \(b \neq 0\). Which rotation of the pair removes the coupling, and what does the same rotation do when the two orbitals belong to a larger set?

```lean
import Mathlib

open Matrix

namespace JacobiRotation

noncomputable section

/-- The tangent of the Jacobi rotation angle as a function of `τ = (d - a) / (2 b)`,
with the sign in the denominator chosen to match that of `τ`. -/
def jacobiTan (τ : ℝ) : ℝ :=
  if 0 ≤ τ then 1 / (τ + √(1 + τ ^ 2)) else 1 / (τ - √(1 + τ ^ 2))

/-- The cosine `1 / √(1 + t²)` belonging to the tangent `t`. -/
def cosOf (t : ℝ) : ℝ := 1 / √(1 + t ^ 2)

/-- The two-level rotation with rows `(c, ct)` and `(-ct, c)`, where `c = 1 / √(1 + t²)`. -/
def rot2 (t : ℝ) : Matrix (Fin 2) (Fin 2) ℝ :=
  !![cosOf t, cosOf t * t; -(cosOf t * t), cosOf t]

/-- The tangent `t` solves the quadratic equation `t² + 2 τ t = 1`. -/
theorem jacobiTan_root (τ : ℝ) : jacobiTan τ ^ 2 + 2 * τ * jacobiTan τ = 1 := by
  have hs : √(1 + τ ^ 2) ^ 2 = 1 + τ ^ 2 := Real.sq_sqrt (by positivity)
  have hp : 0 < √(1 + τ ^ 2) := Real.sqrt_pos.2 (by positivity)
  unfold jacobiTan
  generalize √(1 + τ ^ 2) = s at hs hp ⊢
  split_ifs with h
  · have hne : τ + s ≠ 0 := by linarith [add_pos_of_nonneg_of_pos h hp] |> ne_of_gt
    have e : 1 / (τ + s) = s - τ := by
      rw [div_eq_iff hne]
      linear_combination -hs
    rw [e]
    linear_combination hs
  · have hlt : τ - s < 0 := by linarith [not_le.1 h]
    have e : 1 / (τ - s) = -(τ + s) := by
      rw [div_eq_iff hlt.ne]
      linear_combination -hs
    rw [e]
    linear_combination hs

/-- For `τ ≥ 0` the tangent satisfies `0 < t ≤ 1`. -/
theorem jacobiTan_mem {τ : ℝ} (h : 0 ≤ τ) : 0 < jacobiTan τ ∧ jacobiTan τ ≤ 1 := by
  have h1 : 1 ≤ √(1 + τ ^ 2) := by
    nlinarith [Real.sq_sqrt (show 0 ≤ 1 + τ ^ 2 by positivity),
      Real.sqrt_nonneg (1 + τ ^ 2), sq_nonneg τ]
  rw [jacobiTan, if_pos h]
  refine ⟨div_pos one_pos (by linarith), ?_⟩
  rw [div_le_one (by linarith)]
  linarith

/-- Among all real solutions `x` of `x² + 2 τ x = 1`, the Jacobi tangent has the smallest
magnitude, and this magnitude is at most one. -/
theorem jacobiTan_smallest (τ : ℝ) :
    |jacobiTan τ| ≤ 1 ∧ ∀ x : ℝ, x ^ 2 + 2 * τ * x = 1 → |jacobiTan τ| ≤ |x| := by
  have hr := jacobiTan_root τ
  -- the tangent and τ never have opposite signs
  have hsign : 0 ≤ τ * jacobiTan τ := by
    by_cases h : 0 ≤ τ
    · exact mul_nonneg h (jacobiTan_mem h).1.le
    · have hτ := not_le.1 h
      refine mul_nonneg_of_nonpos_of_nonpos hτ.le ?_
      rw [jacobiTan, if_neg h]
      exact div_nonpos_of_nonneg_of_nonpos zero_le_one
        (by linarith [Real.sqrt_nonneg (1 + τ ^ 2)])
  generalize jacobiTan τ = t at hr hsign ⊢
  have hle : |t| ≤ 1 := abs_le.2 ⟨by nlinarith, by nlinarith⟩
  refine ⟨hle, fun x hx => ?_⟩
  have h : (x - t) * (x + t + 2 * τ) = 0 := by linear_combination hx - hr
  rcases mul_eq_zero.1 h with h | h
  · exact (congrArg abs (sub_eq_zero.1 h)).ge
  · -- the other root is -1/t
    have hm : t * x = -1 := by linear_combination t * h - hr
    have h2 : |t| * |x| = 1 := by
      rw [← abs_mul, hm]
      norm_num
    nlinarith [mul_nonneg (sub_nonneg.2 hle) (abs_nonneg x)]

/-- For nonzero coupling `b`, the tangent obeys `t (d - a) = b (1 - t²)`. -/
theorem jacobi_balance {a b d t : ℝ} (hb : b ≠ 0)
    (ht : t = jacobiTan ((d - a) / (2 * b))) : t * (d - a) = b * (1 - t ^ 2) := by
  obtain ⟨τ, hτ⟩ : ∃ τ, τ = (d - a) / (2 * b) := ⟨_, rfl⟩
  have h2 : 2 * b * τ = d - a := by
    rw [hτ]
    field_simp
  have hr := jacobiTan_root τ
  rw [← hτ] at ht
  rw [← ht] at hr
  linear_combination b * hr - t * h2

lemma cosOf_sq (t : ℝ) : cosOf t ^ 2 * (1 + t ^ 2) = 1 := by
  have h : 0 < 1 + t ^ 2 := by positivity
  rw [cosOf, div_pow, Real.sq_sqrt h.le, one_pow, one_div, inv_mul_cancel₀ h.ne']

/-- For `b ≠ 0` the Jacobi rotation diagonalises the real symmetric two-level matrix, with
diagonal elements `a - t b` and `d + t b`. -/
theorem jacobi_two_level {a b d t : ℝ} (hb : b ≠ 0)
    (ht : t = jacobiTan ((d - a) / (2 * b))) :
    (rot2 t)ᵀ * !![a, b; b, d] * rot2 t = !![a - t * b, 0; 0, d + t * b] := by
  have h := jacobi_balance hb ht
  have hc := cosOf_sq t
  unfold rot2
  generalize cosOf t = c at hc ⊢
  ext i j
  fin_cases i <;> fin_cases j <;>
    simp only [Matrix.mul_apply, Fin.sum_univ_two, Matrix.transpose_apply]
  · change (c * a + -(c * t) * b) * c + (c * b + -(c * t) * d) * -(c * t) = a - t * b
    linear_combination (a - t * b) * hc + c ^ 2 * t * h
  · change (c * a + -(c * t) * b) * (c * t) + (c * b + -(c * t) * d) * c = 0
    linear_combination -c ^ 2 * h
  · change (c * t * a + c * b) * c + (c * t * b + c * d) * -(c * t) = 0
    linear_combination -c ^ 2 * h
  · change (c * t * a + c * b) * (c * t) + (c * t * b + c * d) * c = d + t * b
    linear_combination (d + t * b) * hc - c ^ 2 * t * h

variable {n : Type*} [Fintype n] [DecidableEq n]

/-- The Givens rotation with tangent `t` in the plane of two distinct orbitals `p` and `q`;
all other orbitals stay fixed. -/
def planeRot (p q : n) (t : ℝ) : Matrix n n ℝ := Matrix.of fun i j =>
  if j = p then cosOf t * (1 : Matrix n n ℝ) i p - cosOf t * t * (1 : Matrix n n ℝ) i q
  else if j = q then cosOf t * t * (1 : Matrix n n ℝ) i p + cosOf t * (1 : Matrix n n ℝ) i q
  else (1 : Matrix n n ℝ) i j

/-- The sum of the squares of all off-diagonal elements. -/
def offSq (M : Matrix n n ℝ) : ℝ := ∑ j, ∑ i, if i = j then 0 else M i j ^ 2

/-- Multiplication by a Givens rotation from the right mixes columns `p` and `q` only. -/
theorem mul_planeRot (M : Matrix n n ℝ) (p q : n) (t : ℝ) (i j : n) :
    (M * planeRot p q t) i j =
      if j = p then cosOf t * M i p - cosOf t * t * M i q
      else if j = q then cosOf t * t * M i p + cosOf t * M i q else M i j := by
  have e : ∀ k, ∑ l, M i l * (1 : Matrix n n ℝ) l k = M i k := fun k => by
    rw [← Matrix.mul_apply, Matrix.mul_one]
  simp only [Matrix.mul_apply, planeRot, Matrix.of_apply]
  split_ifs
  · rw [← e p, ← e q, Finset.mul_sum, Finset.mul_sum, ← Finset.sum_sub_distrib]
    exact Finset.sum_congr rfl fun l _ => by ring
  · rw [← e p, ← e q, Finset.mul_sum, Finset.mul_sum, ← Finset.sum_add_distrib]
    exact Finset.sum_congr rfl fun l _ => by ring
  · exact e j

lemma planeRot_transpose_mul (M : Matrix n n ℝ) (p q : n) (t : ℝ) (i j : n) :
    ((planeRot p q t)ᵀ * M) i j =
      if i = p then cosOf t * M p j - cosOf t * t * M q j
      else if i = q then cosOf t * t * M p j + cosOf t * M q j else M i j := by
  have e : (planeRot p q t)ᵀ * M = (Mᵀ * planeRot p q t)ᵀ := by
    rw [Matrix.transpose_mul, Matrix.transpose_transpose]
  rw [e, Matrix.transpose_apply, mul_planeRot]
  simp only [Matrix.transpose_apply]

/-- A Givens rotation in the plane of two distinct orbitals is orthogonal. -/
theorem planeRot_orthogonal {p q : n} (hpq : p ≠ q) (t : ℝ) :
    (planeRot p q t)ᵀ * planeRot p q t = 1 := by
  have hc := cosOf_sq t
  ext i j
  rw [mul_planeRot]
  simp only [Matrix.transpose_apply, planeRot, Matrix.of_apply, Matrix.one_apply]
  generalize cosOf t = c at hc ⊢
  grind

/-- In a real symmetric matrix with nonzero element `A p q`, `p ≠ q`, the Jacobi rotation
removes this element and shifts the two diagonal elements by `-t A p q` and `+t A p q`. -/
theorem jacobi_pivot {A : Matrix n n ℝ} (hA : A.IsSymm) {p q : n} (hpq : p ≠ q)
    (hb : A p q ≠ 0) {t : ℝ} (ht : t = jacobiTan ((A q q - A p p) / (2 * A p q))) :
    ((planeRot p q t)ᵀ * A * planeRot p q t) p q = 0 ∧
    ((planeRot p q t)ᵀ * A * planeRot p q t) p p = A p p - t * A p q ∧
    ((planeRot p q t)ᵀ * A * planeRot p q t) q q = A q q + t * A p q := by
  have h := jacobi_balance hb ht
  have hc := cosOf_sq t
  have hs : A q p = A p q := hA.apply p q
  simp only [mul_planeRot, planeRot_transpose_mul, hpq.symm, ↓reduceIte, hs]
  refine ⟨?_, ?_, ?_⟩
  · linear_combination -cosOf t ^ 2 * h
  · linear_combination (A p p - t * A p q) * hc + cosOf t ^ 2 * t * h
  · linear_combination (A q q + t * A p q) * hc - cosOf t ^ 2 * t * h

lemma offSq_add_diag (M : Matrix n n ℝ) :
    offSq M + ∑ j, M j j ^ 2 = (Mᵀ * M).trace := by
  simp only [offSq, Matrix.trace, Matrix.diag_apply, Matrix.mul_apply, Matrix.transpose_apply]
  rw [← Finset.sum_add_distrib]
  refine Finset.sum_congr rfl fun j _ => ?_
  have e : M j j ^ 2 = ∑ i, if i = j then M i j ^ 2 else 0 := by simp
  rw [e, ← Finset.sum_add_distrib]
  refine Finset.sum_congr rfl fun i _ => ?_
  split_ifs <;> ring

/-- One Jacobi step on a nonzero off-diagonal element `A p q` of a real symmetric matrix lowers
the sum of squared off-diagonal elements by exactly `2 (A p q)²`. -/
theorem jacobi_step_offSq {A : Matrix n n ℝ} (hA : A.IsSymm) {p q : n} (hpq : p ≠ q)
    (hb : A p q ≠ 0) {t : ℝ} (ht : t = jacobiTan ((A q q - A p p) / (2 * A p q))) :
    offSq ((planeRot p q t)ᵀ * A * planeRot p q t) = offSq A - 2 * A p q ^ 2 := by
  have h := jacobi_balance hb ht
  obtain ⟨-, hp, hq⟩ := jacobi_pivot hA hpq hb ht
  have hG : planeRot p q t * (planeRot p q t)ᵀ = 1 :=
    mul_eq_one_comm.1 (planeRot_orthogonal hpq t)
  -- only the diagonal elements p and q change
  have hd : ∑ j, (((planeRot p q t)ᵀ * A * planeRot p q t) j j ^ 2 - A j j ^ 2) =
      (((planeRot p q t)ᵀ * A * planeRot p q t) p p ^ 2 - A p p ^ 2) +
      (((planeRot p q t)ᵀ * A * planeRot p q t) q q ^ 2 - A q q ^ 2) :=
    Fintype.sum_eq_add p q hpq fun j hj => by
      simp only [mul_planeRot, planeRot_transpose_mul, hj.1, hj.2, ↓reduceIte, sub_self]
  rw [Finset.sum_sub_distrib, hp, hq] at hd
  -- the sum of all squared elements is invariant
  have htr : (((planeRot p q t)ᵀ * A * planeRot p q t)ᵀ *
      ((planeRot p q t)ᵀ * A * planeRot p q t)).trace = (Aᵀ * A).trace := by
    generalize planeRot p q t = G at hG ⊢
    calc ((Gᵀ * A * G)ᵀ * (Gᵀ * A * G)).trace
        = (Gᵀ * (Aᵀ * (G * Gᵀ) * A) * G).trace := by
          simp only [Matrix.transpose_mul, Matrix.transpose_transpose, Matrix.mul_assoc]
      _ = (Aᵀ * A).trace := by
          rw [hG, Matrix.mul_one, Matrix.trace_mul_comm, ← Matrix.mul_assoc, hG, Matrix.one_mul]
  linear_combination offSq_add_diag ((planeRot p q t)ᵀ * A * planeRot p q t) -
    offSq_add_diag A + htr - hd - 2 * A p q * h

end

end JacobiRotation
```

```lean
#print axioms JacobiRotation.jacobiTan_smallest
#print axioms JacobiRotation.jacobi_two_level
#print axioms JacobiRotation.jacobi_step_offSq
```

```
'JacobiRotation.jacobiTan_smallest' depends on axioms: [propext, Classical.choice, Quot.sound]
'JacobiRotation.jacobi_two_level' depends on axioms: [propext, Classical.choice, Quot.sound]
'JacobiRotation.jacobi_step_offSq' depends on axioms: [propext, Classical.choice, Quot.sound]
```

## Two coupled levels and a pivot in a larger matrix

Set \(\tau = (d-a)/(2b)\). The function `jacobiTan` gives the tangent of the rotation angle,

\[
t = \frac{1}{\tau + \sqrt{1+\tau^2}} \quad (\tau \ge 0), \qquad
t = \frac{1}{\tau - \sqrt{1+\tau^2}} \quad (\tau < 0),
\]

and `cosOf` gives the cosine \(c = 1/\sqrt{1+t^2}\), so that the sine is \(ct\). The theorem `jacobi_two_level` says that for \(b \ne 0\)

\[
G^{T}\begin{pmatrix} a & b\\ b & d\end{pmatrix} G
= \begin{pmatrix} a - tb & 0\\ 0 & d + tb\end{pmatrix},
\qquad
G = \begin{pmatrix} c & ct\\ -ct & c\end{pmatrix}.
\]

Here \(G\) is `rot2 t`. Its columns are the new orbitals: the first is \(c\) times the old first orbital minus \(ct\) times the old second one. By `jacobiTan_mem`, \(0 < t \le 1\) when \(\tau \ge 0\). For either sign of \(\tau\), `jacobiTan_smallest` states that \(|t| \le 1\) and that no real root of \(x^2 + 2\tau x = 1\) has a smaller magnitude. The rotation angle is therefore at most 45° in magnitude, and each new orbital keeps at least half of its weight on the old orbital whose place it takes.

In the larger setting, `n` is any finite set of orbital labels, `A : Matrix n n ℝ` is a matrix over them, and `hA : A.IsSymm` says that it is symmetric. The matrix `planeRot p q t` applies the same rotation to the orbitals \(p \neq q\) and leaves the others fixed. With \(a = A_{pp}\), \(d = A_{qq}\) and \(b = A_{pq} \neq 0\), `jacobi_pivot` gives the new \(p,q\) element as zero and the new diagonal elements as \(A_{pp} - tA_{pq}\) and \(A_{qq} + tA_{pq}\). The theorem `jacobi_step_offSq` adds that `offSq`, the sum of \(A_{ij}^2\) over all ordered pairs \(i \ne j\), falls by exactly \(2A_{pq}^2\).

## Level repulsion and the limits of the model

Since \(t\) has the sign of \(\tau\), the product \(tb\) has the sign of \(d - a\) whenever the energies differ. The lower level then moves down and the upper one moves up by the same amount, which is level repulsion. For a fixed real one-electron Hamiltonian or Fock matrix in an orthonormal basis, this is the elementary step of Jacobi diagonalisation; in a self-consistent calculation the Fock matrix may itself change with the orbitals, and that response is absent here.

The condition \(b \neq 0\) means that there is a coupling to remove. If \(b = 0\) and \(a \neq d\), Lean's convention for division by zero gives \(\tau = 0\) and \(t = 1\), and the rotation would create a coupling where there was none.

The theorems describe a single step over the real numbers, without rounding. They do not treat complex Hermitian matrices, overlapping basis functions or the convergence of repeated steps.

## The tangent from a quadratic equation

The off-diagonal element of the rotated two-level matrix is

\[
c^2\left[\,t(a-d) + b(1-t^2)\right].
\]

It vanishes exactly when \(t(d-a) = b(1-t^2)\). Dividing by \(b\) turns this balance condition into \(t^2 + 2\tau t = 1\).

To see that the formula for \(t\) solves this equation, write \(r = \sqrt{1+\tau^2}\). Then \((r-\tau)(r+\tau) = 1\), so the first branch equals \(r - \tau\) and the second equals \(-(r+\tau)\). In both cases \((t+\tau)^2 = r^2 = 1+\tau^2\), which is the quadratic equation. This is `jacobiTan_root`, where the square root \(r\) is called `s` and the two branches are separated by `split_ifs`. Multiplying back by \(b\) gives `jacobi_balance`.

For \(\tau \ge 0\) the denominator \(\tau + r\) is at least 1, hence \(0 < t \le 1\). For either sign, \(\tau t \ge 0\), so \(t^2 = 1 - 2\tau t \le 1\). If \(x\) is also a root, subtracting the two equations gives \((x-t)(x+t+2\tau) = 0\). Either \(x = t\), or \(x = -t-2\tau\) and \(tx = -t^2-2\tau t = -1\). In the second case \(|t|\,|x| = 1\), and \(|t| \le 1\) forces \(|x| \ge 1 \ge |t|\). The proof of `jacobiTan_smallest` makes the same case distinction.

The diagonal elements follow from the balance condition and \(c^2(1+t^2) = 1\), which is `cosOf_sq`:

\[
\begin{aligned}
c^2(a - 2tb + t^2d)
&= c^2\left[a - 2tb + t^2a + tb(1-t^2)\right]\\
&= c^2(1+t^2)(a-tb) = a-tb,\\
c^2(t^2a + 2tb + d)
&= c^2\left[t^2d - tb(1-t^2) + 2tb + d\right]\\
&= c^2(1+t^2)(d+tb) = d+tb.
\end{aligned}
\]

## Why the off-diagonal weight falls by \(2A_{pq}^2\)

Let \(G\) now be the plane rotation and \(B = G^TAG\). Multiplication by \(G\) from the right mixes only columns \(p\) and \(q\) (`mul_planeRot`), and multiplication by \(G^T\) from the left mixes only the corresponding rows (`planeRot_transpose_mul`). The \(p,q\) block therefore transforms as in the two-level problem, which proves `jacobi_pivot`, and all other diagonal elements stay as they were.

The theorem `planeRot_orthogonal` checks \(G^TG = 1\) element by element. For square matrices \(GG^T = 1\) follows, and the cyclic property of the trace gives

\[
\operatorname{tr}(B^TB) = \operatorname{tr}(G^TA^TAG) = \operatorname{tr}(A^TA).
\]

This trace is the sum of all squared elements, which `offSq_add_diag` splits into an off-diagonal and a diagonal part. What the diagonal gains, the off-diagonal part loses. With \(a\), \(d\) and \(b\) denoting the pivot elements as before, the gain is

\[
\begin{aligned}
(a-tb)^2 + (d+tb)^2 - a^2 - d^2
&= 2tb(d-a) + 2t^2b^2\\
&= 2b^2(1-t^2) + 2t^2b^2 = 2b^2.
\end{aligned}
\]

In `jacobi_step_offSq`, `htr` is the invariance of the trace and `hd` is the change of the diagonal part.

## Identities certified by `linear_combination`

The algebra above reaches Lean through the tactic `linear_combination`. It takes an explicit combination of known equations and checks, by the rules of commutative rings, that this combination accounts for the difference between the two sides of the goal.

In `jacobi_two_level`, `h` is the balance condition and `hc` is \(c^2(1+t^2)=1\). The vanishing coupling needs only `-c ^ 2 * h`. The first diagonal element needs `(a - t * b) * hc + c ^ 2 * t * h`, which encodes the identity

\[
\begin{aligned}
c^2(a-2tb+t^2d) - (a-tb)
={}& (a-tb)\left[c^2(1+t^2)-1\right]\\
&+ c^2t\left[t(d-a)-b(1-t^2)\right].
\end{aligned}
\]

Both brackets on the right vanish. Before this step, `generalize cosOf t = c` replaces the explicit cosine by a plain variable, so no square root enters the polynomial check.

## Energies 1 and 4 with coupling 2

Take \(a = 1\), \(d = 4\) and \(b = 2\). Then \(\tau = 3/4\), \(\sqrt{1+\tau^2} = 5/4\) and \(t = 1/2\). The new energies are \(1 - 1 = 0\) and \(4 + 1 = 5\). With \(c = 2/\sqrt5\) and \(ct = 1/\sqrt5\), the normalised new orbitals are \((2,-1)/\sqrt5\) and \((1,2)/\sqrt5\). The other root, \(t = -2\), also removes the coupling, but it turns the orbitals by about 63° and exchanges the order of the two energies.

Now add a third orbital \(k\) with \(A_{kp} = 0\) and \(A_{kq} = \sqrt5\). The same rotation changes these couplings to

\[
c\cdot 0 - ct\,\sqrt5 = -1, \qquad ct\cdot 0 + c\,\sqrt5 = 2.
\]

A coupling that was zero has become nonzero. The off-diagonal sum of squares nevertheless falls from \(2(4+0+5) = 18\) to \(2(0+1+4) = 10\), a decrease of \(2b^2 = 8\).
